# The product of the parities of the negative-energy levels is −1 to the number of odd ones

Let `T` and `P` be continuous linear operators on a complex inner product space with a finite basis of joint eigenvectors, where `T` has real eigenvalues, the energies, and `P` squares to the identity. The theorem says that the product of the `P`-eigenvalues, or parities, over the basis states of negative energy is (−1)ⁿ, where n is the dimension of the span of all odd eigenvectors of `T` with negative energy. The basis need not be orthonormal, and a state counts as occupied just when its energy is negative. The proof shows that this span is already spanned by the odd basis vectors of negative energy, so that n counts them, and then compares the two sides factor by factor, each parity being 1 or −1.

The first attempt, which Lean rejects:

```lean
import Mathlib

open Module Filter Topology
open scoped InnerProductSpace

namespace ParityProduct

variable {E : Type*} [NormedAddCommGroup E] [InnerProductSpace ℂ E]

/-- The span of the negative-energy eigenstates of `T` with symmetry value `p`. -/
def occupied (P T : E →L[ℂ] E) (p : ℂ) : Submodule ℂ E :=
  Submodule.span ℂ {x | P x = p • x ∧ ∃ ε : ℝ, ε < 0 ∧ T x = (ε : ℂ) • x}

/-- The number of independent negative-energy states with symmetry value `p`,
for a finite-dimensional state space. -/
noncomputable def occupiedNumber (P T : E →L[ℂ] E) (p : ℂ) : ℕ :=
  finrank ℂ (occupied P T p)

/-- The basis `b` consists of joint eigenstates with energies `e` and parities `ξ`. -/
def IsLevels {ι : Type*} (P T : E →L[ℂ] E) (b : Basis ι ℂ E) (e : ι → ℝ) (ξ : ι → ℂ) : Prop :=
  ∀ i, T (b i) = (e i : ℂ) • b i ∧ P (b i) = ξ i • b i

/-- For an involution `P`, the product of the parities of the negative-energy members of a
finite joint eigenbasis is `-1` to the number of occupied odd states. -/
theorem parity_product {ι : Type*} [Fintype ι] {P T : E →L[ℂ] E} (hP : P * P = 1)
    {b : Basis ι ℂ E} {e : ι → ℝ} {ξ : ι → ℂ} (h : IsLevels P T b e ξ) :
    ∏ i with e i < 0, ξ i = (-1) ^ occupiedNumber P T (-1) := by
  classical
  have hcoord : ∀ (A : E →L[ℂ] E) (a : ι → ℂ), (∀ i, A (b i) = a i • b i) →
      ∀ x i, b.repr (A x) i = a i * b.repr x i := by
    intro A a hA x i
    have h : b.coord i ∘ₗ (A : E →ₗ[ℂ] E) = a i • b.coord i := b.ext fun j => by
      by_cases hij : j = i
      · subst hij; simp [hA]
      · simp [hA, Finsupp.single_apply, hij]
    exact LinearMap.congr_fun h x
  -- the occupied odd space is spanned by the occupied odd basis states
  have hspan : occupied P T (-1) =
      Submodule.span ℂ (Set.range fun i : {i // e i < 0 ∧ ξ i = -1} => b i) := by
    apply le_antisymm
    · refine Submodule.span_le.2 ?_
      rintro x ⟨hxP, μ, hμ, hxT⟩
      change x ∈ Submodule.span ℂ _
      rw [← b.sum_repr x]
      refine Submodule.sum_mem _ fun i _ => ?_
      by_cases h0 : b.repr x i = 0
      · rw [h0, zero_smul]; exact Submodule.zero_mem _
      have h1 := hcoord T (fun i => (e i : ℂ)) (fun i => (h i).1) x i
      have h2 := hcoord P ξ (fun i => (h i).2) x i
      rw [hxT] at h1
      rw [hxP] at h2
      simp only [map_smul, Finsupp.smul_apply, smul_eq_mul] at h1 h2
      have h3 : μ = e i := Complex.ofReal_injective (mul_right_cancel₀ h0 h1)
      exact Submodule.smul_mem _ _ (Submodule.subset_span
        ⟨⟨i, h3 ▸ hμ, (mul_right_cancel₀ h0 h2).symm⟩, rfl⟩)
    · refine Submodule.span_le.2 ?_
      rintro _ ⟨⟨i, hi, hξ⟩, rfl⟩
      exact Submodule.subset_span ⟨(h i).2.trans (by rw [hξ]), e i, hi, (h i).1⟩
  have hcard : occupiedNumber P T (-1) = Fintype.card {i // e i < 0 ∧ ξ i = -1} := by
    unfold occupiedNumber
    rw [hspan]
    exact finrank_span_eq_card (b.linearIndependent.comp _ Subtype.val_injective)
  have hξ : ∀ i, ξ i = 1 ∨ ξ i = -1 := by
    intro i
    have h1 : P (P (b i)) = b i := congrArg (fun A : E →L[ℂ] E => A (b i)) hP
    have h2 := hcoord P ξ (fun i => (h i).2) (P (b i)) i
    rw [h1, hcoord P ξ (fun i => (h i).2)] at h2
    simp only [Basis.repr_self, Finsupp.single_eq_same, mul_one] at h2
    exact mul_self_eq_one_iff.1 h2.symm
  rw [hcard, Fintype.card_subtype, ← Finset.prod_const, Finset.prod_filter, Finset.prod_filter]
  refine Finset.prod_congr rfl fun i _ => ?_
  by_cases h1 : e i < 0 <;> rcases hξ i with h2 | h2 <;> norm_num [h1, h2]

end ParityProduct
```

Compiling this gives:

```
Main.lean:58:57: error: Tactic `rewrite` failed: motive is not type correct:
  fun _a => _a • b i = -1 • (fun i => b ↑i) ⟨i, ⋯⟩
Error: Application type mismatch: The argument
  hξ
has type
  ξ i = -1
but is expected to have type
  _a = -1
in the application
  ⟨hi, hξ⟩

Explanation: The rewrite tactic rewrites an expression 'e' using an equality 'a = b' by the following process. First, it looks for all 'a' in 'e'. Second, it tries to abstract these occurrences of 'a' to create a function 'm := fun _a => ...', called the *motive*, with the property that 'm a' is definitionally equal to 'e'. Third, we observe that 'congrArg' implies that 'm a = m b', which can be used with lemmas such as 'Eq.mpr' to change the goal. However, if 'e' depends on specific properties of 'a', then the motive 'm' might not typecheck.

Possible solutions: use rewrite's 'occs' configuration option to limit which occurrences are rewritten, or use 'simp' or 'conv' mode, which have strategies for certain kinds of dependencies (these tactics can handle proofs and 'Decidable' instances whose types depend on the rewritten term, and 'simp' can apply user-defined '@[congr]' theorems as well).

E : Type u_1
inst✝² : NormedAddCommGroup E
inst✝¹ : InnerProductSpace ℂ E
ι : Type u_2
inst✝ : Fintype ι
P T : E →L[ℂ] E
hP : P * P = 1
b : Basis ι ℂ E
e : ι → ℝ
ξ : ι → ℂ
h : IsLevels P T b e ξ
hcoord :
  ∀ (A : E →L[ℂ] E) (a : ι → ℂ),
    (∀ (i : ι), A (b i) = a i • b i) → ∀ (x : E) (i : ι), (b.repr (A x)) i = a i * (b.repr x) i
i : ι
hi : e i < 0
hξ : ξ i = -1
⊢ ξ i • b i = -1 • (fun i => b ↑i) ⟨i, ⋯⟩
Main.lean:35:18: warning: This simp argument is unused:
  Finsupp.single_apply

Hint: Omit it from the simp argument list.
  [apply] simp [hA, hij]

Note: This linter can be disabled with `set_option linter.unusedSimpArgs false`
```

Cause. The error comes in showing that each odd basis vector of negative energy lies in `occupied P T (-1)`. The goal left to `rw [hξ]` had `ξ i • b i` on the left, but on the right the vector was still written as a function applied to the subtype element `⟨i, ⋯⟩`. The hidden proof in that element contains `hξ : ξ i = -1`. `rw` tries to replace every `ξ i` by a variable, including the one in the statement this proof has to prove. That statement becomes `_a = -1`, which `hξ` does not prove, so the motive is not type correct.

The repair first proves `hodd`, which is stated for `b i` itself, with no subtype element in sight. There `(h i).2` turns `P (b i)` into `ξ i • b i`, and `hξ` can then safely replace `ξ i` by −1. `hodd` still fits the membership goal, because the two ways of writing the vector are equal by definition.

Dropping `Finsupp.single_apply` is mere tidying: the linter had reported it as unused.

The repair, with which the file compiles:

```diff
@@ -33,5 +33,5 @@
       by_cases hij : j = i
       · subst hij; simp [hA]
-      · simp [hA, Finsupp.single_apply, hij]
+      · simp [hA, hij]
     exact LinearMap.congr_fun h x
   -- the occupied odd space is spanned by the occupied odd basis states
@@ -56,5 +56,6 @@
     · refine Submodule.span_le.2 ?_
       rintro _ ⟨⟨i, hi, hξ⟩, rfl⟩
-      exact Submodule.subset_span ⟨(h i).2.trans (by rw [hξ]), e i, hi, (h i).1⟩
+      have hodd : P (b i) = (-1 : ℂ) • b i := by rw [(h i).2, hξ]
+      exact Submodule.subset_span ⟨hodd, e i, hi, (h i).1⟩
   have hcard : occupiedNumber P T (-1) = Fintype.card {i // e i < 0 ∧ ξ i = -1} := by
     unfold occupiedNumber
```
